# A differentiable, frame-invariant stored energy gives a symmetric Cauchy stress

A strained crystal is turned rigidly in the laboratory, with no external field to single out a direction. Its atoms keep their mutual distances, so its stored energy should stay the same. I describe the deformation by a matrix $F$, the deformation gradient, and the stored energy per unit undeformed volume by a function $W(F)$. Turning the deformed crystal by a rotation $Q$ replaces $F$ by $QF$, so I expect $W(QF)=W(F)$.

I have learned that this forces the Cauchy stress to be symmetric, even for an anisotropic crystal. With $P$ the gradient of $W$ at $F$, the claim is that $PF^T$ is symmetric, and hence so is $PF^T/\det F$ when $F$ is invertible. Can this be derived in full, in any finite dimension, and checked by machine?

## Yes: rotations in coordinate planes test each pair of stress entries

Let $F$ be a real $n\times n$ matrix and let $W$ be differentiable at $F$. The first Piola–Kirchhoff stress $P$ has the entries $P_{ij}=\partial W/\partial F_{ij}$, so the derivative of $W$ in the direction $H$ is

$$DW(F)[H]=\sum_{i,j}P_{ij}H_{ij}=\operatorname{tr}(P^TH).$$

For $i\neq j$, let $E_{ij}$ be the matrix with a single 1 in row $i$ and column $j$, and put $K=E_{ij}-E_{ji}$. Then $K^2=-(E_{ii}+E_{jj})$ and $K^3=-K$. The rotation by the angle $\theta$ in this plane is

$$R(\theta)=1+\sin\theta\,K+(1-\cos\theta)K^2.$$

**It is a proper rotation.** Since $K^3=-K$ and $K^4=-K^2$, two such polynomials multiply as

$$(1+aK+bK^2)(1+cK+dK^2)=1+(a+c-ad-bc)K+(b+d+ac-bd)K^2.$$

Because $K^T=-K$, the transpose $R(\theta)^T$ has $a=-\sin\theta$ and $b=1-\cos\theta$. In the product $R(\theta)^TR(\theta)$ the coefficient of $K$ cancels, and that of $K^2$ is

$$2(1-\cos\theta)-\sin^2\theta-(1-\cos\theta)^2=1-\sin^2\theta-\cos^2\theta=0.$$

Hence $R(\theta)^TR(\theta)=1$. The same product rule and the double-angle formulas give $R(\theta)^2=R(2\theta)$. Therefore $\det R(\theta)=\bigl(\det R(\theta/2)\bigr)^2=1$, where the last step uses orthogonality at $\theta/2$.

**The energy changes at a rate set by the stress.** Differentiation gives

$$R'(\theta)=\cos\theta\,K+\sin\theta\,K^2=K R(\theta).$$

Write $G=R(\theta)F$, and let $P$ now be the stress at $G$. By the chain rule,

$$\frac{d}{d\theta}W(R(\theta)F)=\operatorname{tr}(P^TKG)=\operatorname{tr}(KGP^T)=(GP^T)_{ji}-(GP^T)_{ij}=(PG^T)_{ij}-(PG^T)_{ji}.$$

**Invariance makes the rate zero.** If $W(QF)=W(F)$ for all proper rotations $Q$, the left side vanishes. At $\theta=0$ we have $G=F$, so $(PF^T)_{ij}=(PF^T)_{ji}$. This holds for every pair $i\neq j$, and the diagonal needs no argument. If $\det F\neq0$, dividing by this number preserves symmetry, so the Cauchy stress $\sigma=PF^T/\det F$ is symmetric.

The rate formula also works backwards. If the stress exists and $PG^T$ is symmetric at every $G$, the rate vanishes at every angle, and $W(R(\theta)F)=W(R(0)F)=W(F)$.

A simple example is $W(F)=\tfrac12\operatorname{tr}(F^TF)$. It is invariant because $(QF)^TQF=F^TF$, and

$$W(F+tH)=W(F)+t\operatorname{tr}(F^TH)+\tfrac{t^2}{2}\operatorname{tr}(H^TH),$$

so $P=F$ and $PF^T=FF^T$. This is a test case and not a realistic crystal, since its energy is least at $F=0$, where the body has collapsed to a point.

### How the Lean statements describe the crystal

The finite type `n` labels the Cartesian axes; three labels give ordinary space. With fewer than two axes the symmetry is trivial.

`HasStress W F P` says that $W$ has a Fréchet derivative at $F$ and that its value on each $H$ is `trace (Pᵀ * H)`. This fixes the convention for $P$. The file puts a particular norm on matrices, but in finite dimension the choice does not affect differentiability.

`FrameInvariantAt W F` is the physical postulate that a rigid turn costs no energy. It is required only at the given $F$, for every `Q` with `Qᵀ * Q = 1` and `Q.det = 1`. The rotation multiplies from the left and so acts on the deformed body. Isotropy of the material would concern multiplication from the right, and it is not assumed.

- `stress_symmetric` concludes from these two hypotheses that `P * Fᵀ` is symmetric, even for singular $F$.
- `cauchy_stress_symmetric` describes `σ` by `F.det • σ = P * Fᵀ` and assumes `F.det ≠ 0`. Physical deformations have positive determinant, which is a special case.
- `invariant_of_symmetric` is the converse for rotations in coordinate planes. It assumes a stress at every matrix, including singular ones, which excludes energies that diverge under complete compression.
- `stress_symmetric_witness` establishes both hypotheses for the quadratic energy at every $F$.

The model is a homogeneous deformation whose energy depends on $F$ alone; viscous stresses and couple stresses do not enter. For simulations within this model, an antisymmetric part in the Cauchy stress computed from a differentiable energy, beyond numerical error, means that the energy is not rotationally invariant or that the stress was derived from it incorrectly. The first Piola–Kirchhoff stress $P$ itself need not be symmetric.

```lean
import Mathlib

open Matrix

namespace FrameInvariance

noncomputable section

attribute [local instance] Matrix.normedAddCommGroup Matrix.normedSpace

variable {n : Type*} [Fintype n] [DecidableEq n]

/-- `P` is the first Piola–Kirchhoff stress of the energy `W` at `F`: the derivative of `W`
at `F` in the direction `H` is `tr (Pᵀ H)`. -/
def HasStress (W : Matrix n n ℝ → ℝ) (F P : Matrix n n ℝ) : Prop :=
  ∃ L : Matrix n n ℝ →L[ℝ] ℝ, HasFDerivAt W L F ∧ ∀ H, L H = trace (Pᵀ * H)

/-- The energy of the deformation gradient `F` is unchanged by every proper rotation. -/
def FrameInvariantAt (W : Matrix n n ℝ → ℝ) (F : Matrix n n ℝ) : Prop :=
  ∀ Q : Matrix n n ℝ, Qᵀ * Q = 1 → Q.det = 1 → W (Q * F) = W F

/-- The infinitesimal rotation in the plane of the axes `i` and `j`. -/
def generator (i j : n) : Matrix n n ℝ := Matrix.single i j 1 - Matrix.single j i 1

/-- The rotation by the angle `θ` in the plane of the axes `i` and `j`. -/
def planeRotation (i j : n) (θ : ℝ) : Matrix n n ℝ :=
  1 + Real.sin θ • generator i j + (1 - Real.cos θ) • (generator i j * generator i j)

/-- The generator of a plane rotation satisfies `K³ = -K`. -/
theorem generator_cube {i j : n} (h : i ≠ j) :
    generator i j * generator i j * generator i j = -generator i j := by
  simp [generator, sub_mul, mul_sub, Matrix.single_mul_single_of_ne, h, h.symm]
  abel

/-- Product rule for quadratic polynomials in a matrix with `K³ = -K`. -/
theorem quadratic_mul {K : Matrix n n ℝ} (h : K * K * K = -K) (a b c d : ℝ) :
    (1 + a • K + b • (K * K)) * (1 + c • K + d • (K * K)) =
      1 + (a + c - a * d - b * c) • K + (b + d + a * c - b * d) • (K * K) := by
  have h' : K * (K * K) = -K := by rw [← mul_assoc, h]
  have h4 : K * K * (K * K) = -(K * K) := by rw [← mul_assoc, h, neg_mul]
  simp only [add_mul, mul_add, one_mul, mul_one, Matrix.smul_mul, Matrix.mul_smul, h, h', h4]
  module

/-- A plane rotation is orthogonal and has determinant one. -/
theorem planeRotation_proper {i j : n} (h : i ≠ j) (θ : ℝ) :
    (planeRotation i j θ)ᵀ * planeRotation i j θ = 1 ∧ (planeRotation i j θ).det = 1 := by
  have orth : ∀ t, (planeRotation i j t)ᵀ * planeRotation i j t = 1 := by
    intro t
    have hK : (generator i j)ᵀ = -generator i j := by simp [generator]
    have hT : (planeRotation i j t)ᵀ = 1 + (-Real.sin t) • generator i j
        + (1 - Real.cos t) • (generator i j * generator i j) := by
      simp [planeRotation, hK]
    have e1 : -Real.sin t + Real.sin t - -Real.sin t * (1 - Real.cos t)
        - (1 - Real.cos t) * Real.sin t = 0 := by ring
    have e2 : 1 - Real.cos t + (1 - Real.cos t) + -Real.sin t * Real.sin t
        - (1 - Real.cos t) * (1 - Real.cos t) = 0 := by
      linear_combination -Real.sin_sq_add_cos_sq t
    rw [hT, planeRotation, quadratic_mul (generator_cube h), e1, e2]
    simp
  refine ⟨orth θ, ?_⟩
  -- the rotation is the square of the rotation by half the angle
  have half : ∀ t, planeRotation i j t * planeRotation i j t = planeRotation i j (2 * t) := by
    intro t
    have e1 : Real.sin t + Real.sin t - Real.sin t * (1 - Real.cos t)
        - (1 - Real.cos t) * Real.sin t = Real.sin (2 * t) := by
      rw [Real.sin_two_mul]; ring
    have e2 : 1 - Real.cos t + (1 - Real.cos t) + Real.sin t * Real.sin t
        - (1 - Real.cos t) * (1 - Real.cos t) = 1 - Real.cos (2 * t) := by
      rw [Real.cos_two_mul]; linear_combination Real.sin_sq_add_cos_sq t
    unfold planeRotation
    rw [quadratic_mul (generator_cube h), e1, e2]
  have hd := congrArg Matrix.det (orth (θ / 2))
  rw [Matrix.det_mul, Matrix.det_transpose, Matrix.det_one, ← Matrix.det_mul, half] at hd
  rwa [show 2 * (θ / 2) = θ by ring] at hd

/-- A deformation rotated in a plane changes at the rate `K R(t) F`. -/
theorem hasDerivAt_rotated {i j : n} (h : i ≠ j) (F : Matrix n n ℝ) (t : ℝ) :
    HasDerivAt (fun s => planeRotation i j s * F)
      (generator i j * (planeRotation i j t * F)) t := by
  have h1 := (Real.hasDerivAt_sin t).smul_const (generator i j * F)
  have h2 := ((Real.hasDerivAt_cos t).const_sub 1).smul_const
    (generator i j * generator i j * F)
  have h3 := (h1.fun_add h2).const_add F
  have hf : (fun s => planeRotation i j s * F) = fun s => F + (Real.sin s • (generator i j * F)
      + (1 - Real.cos s) • (generator i j * generator i j * F)) := by
    funext s
    simp only [planeRotation, add_mul, one_mul, Matrix.smul_mul, add_assoc]
  have hK : generator i j * planeRotation i j t =
      Real.cos t • generator i j + Real.sin t • (generator i j * generator i j) := by
    simp only [planeRotation, mul_add, mul_one, Matrix.mul_smul, ← mul_assoc, generator_cube h]
    module
  rw [hf]
  refine h3.congr_deriv ?_
  rw [← mul_assoc, hK, add_mul, Matrix.smul_mul, Matrix.smul_mul, neg_neg]

/-- Under a plane rotation the energy changes at a rate equal to the difference of the `ij` and
`ji` entries of `P Gᵀ`, where `G` is the rotated deformation gradient and `P` its stress. -/
theorem energy_rate {W : Matrix n n ℝ → ℝ} {i j : n} (h : i ≠ j) {F P : Matrix n n ℝ} {t : ℝ}
    (hP : HasStress W (planeRotation i j t * F) P) :
    HasDerivAt (fun s => W (planeRotation i j s * F))
      ((P * (planeRotation i j t * F)ᵀ) i j - (P * (planeRotation i j t * F)ᵀ) j i) t := by
  obtain ⟨L, hL, hLP⟩ := hP
  have key : ∀ (a b : n) (M : Matrix n n ℝ), trace (Matrix.single a b 1 * M) = M b a := by
    intro a b M
    rw [Matrix.trace, Finset.sum_eq_single a]
    · simp
    · intro x _ hx
      simp [hx]
    · simp
  have swap : ∀ (G : Matrix n n ℝ) (a b : n), (G * Pᵀ) a b = (P * Gᵀ) b a := by
    intro G a b
    simp [Matrix.mul_apply, mul_comm]
  have hc := HasFDerivAt.comp_hasDerivAt (f := fun s => planeRotation i j s * F) t hL
    (hasDerivAt_rotated h F t)
  refine hc.congr_deriv ((hLP _).trans ?_)
  rw [Matrix.trace_mul_comm, Matrix.mul_assoc, generator, Matrix.sub_mul,
    Matrix.trace_sub, key, key, swap, swap]

/-- If the energy is frame invariant at `F` and has stress `P` there, then `P Fᵀ` is symmetric. -/
theorem stress_symmetric {W : Matrix n n ℝ → ℝ} {F P : Matrix n n ℝ}
    (hP : HasStress W F P) (hW : FrameInvariantAt W F) : (P * Fᵀ).IsSymm := by
  refine Matrix.IsSymm.ext fun i j => ?_
  by_cases h : i = j
  · rw [h]
  have h0 : planeRotation i j 0 * F = F := by simp [planeRotation]
  have hr := energy_rate (W := W) (F := F) (P := P) (t := 0) h (by rwa [h0])
  -- invariance makes the energy constant along the rotation
  have hc : (fun s => W (planeRotation i j s * F)) = fun _ => W F := by
    funext s
    exact hW _ (planeRotation_proper h s).1 (planeRotation_proper h s).2
  rw [hc, h0] at hr
  have := hr.unique (hasDerivAt_const (0 : ℝ) (W F))
  linarith

/-- For an invertible deformation gradient and a frame-invariant energy, the Cauchy stress `σ`,
given by `(det F) σ = P Fᵀ`, is symmetric. -/
theorem cauchy_stress_symmetric {W : Matrix n n ℝ → ℝ} {F P σ : Matrix n n ℝ}
    (hP : HasStress W F P) (hW : FrameInvariantAt W F) (hF : F.det ≠ 0)
    (hσ : F.det • σ = P * Fᵀ) : σ.IsSymm := by
  have hs : F.det • σᵀ = F.det • σ := by
    rw [← Matrix.transpose_smul, hσ]
    exact stress_symmetric hP hW
  exact smul_right_injective _ hF hs

/-- Conversely, if the energy has a stress `P G` at every matrix `G`, singular ones included, and
`(P G) Gᵀ` is always symmetric, then the energy is unchanged by every plane rotation. -/
theorem invariant_of_symmetric {W : Matrix n n ℝ → ℝ} {P : Matrix n n ℝ → Matrix n n ℝ}
    (hP : ∀ G, HasStress W G (P G)) (hS : ∀ G, (P G * Gᵀ).IsSymm)
    {i j : n} (h : i ≠ j) (θ : ℝ) (F : Matrix n n ℝ) :
    W (planeRotation i j θ * F) = W F := by
  have hr : ∀ t, HasDerivAt (fun s => W (planeRotation i j s * F)) 0 t := fun t =>
    (energy_rate h (hP _)).congr_deriv (sub_eq_zero.mpr ((hS _).apply j i))
  have hc := is_const_of_deriv_eq_zero (fun t => (hr t).differentiableAt)
    (fun t => (hr t).deriv) θ 0
  simpa [planeRotation] using hc

/-- The quadratic energy `tr (Fᵀ F) / 2` is frame invariant and its stress at `F` is `F`. -/
theorem stress_symmetric_witness (F : Matrix n n ℝ) :
    FrameInvariantAt (fun G : Matrix n n ℝ => trace (Gᵀ * G) / 2) F ∧
      HasStress (fun G : Matrix n n ℝ => trace (Gᵀ * G) / 2) F F := by
  constructor
  · intro Q hQ _
    have e : (Q * F)ᵀ * (Q * F) = Fᵀ * F := by
      rw [Matrix.transpose_mul, Matrix.mul_assoc, ← Matrix.mul_assoc Qᵀ, hQ, Matrix.one_mul]
    simp only [e]
  · let E : n → n → (Matrix n n ℝ →L[ℝ] ℝ) := fun i j =>
      LinearMap.toContinuousLinearMap (Matrix.entryLinearMap ℝ ℝ i j)
    have hE : ∀ i j, HasFDerivAt (fun G : Matrix n n ℝ => G i j) (E i j) F :=
      fun i j => (E i j).hasFDerivAt
    have hf : (fun G : Matrix n n ℝ => trace (Gᵀ * G) / 2) =
        fun G => ∑ j, ∑ i, (1 / 2 : ℝ) * (G i j * G i j) := by
      funext G
      simp only [Matrix.trace, Matrix.diag_apply, Matrix.mul_apply, Matrix.transpose_apply,
        ← Finset.mul_sum]
      ring
    have hd : DifferentiableAt ℝ (fun G : Matrix n n ℝ => trace (Gᵀ * G) / 2) F := by
      rw [hf]
      exact HasFDerivAt.differentiableAt (HasFDerivAt.fun_sum fun j _ =>
        HasFDerivAt.fun_sum fun i _ => ((hE i j).fun_mul (hE i j)).const_mul (1 / 2 : ℝ))
    refine ⟨_, hd.hasFDerivAt, fun H => ?_⟩
    -- along the line F + t H the energy is a quadratic polynomial in t
    have s : trace (Hᵀ * F) = trace (Fᵀ * H) := by
      rw [← Matrix.trace_transpose, Matrix.transpose_mul, Matrix.transpose_transpose]
    have e : (fun t : ℝ => trace ((F + t • H)ᵀ * (F + t • H)) / 2) = fun t =>
        trace (Fᵀ * F) / 2 + t * trace (Fᵀ * H) + t ^ 2 * (trace (Hᵀ * H) / 2) := by
      funext t
      simp only [Matrix.transpose_add, Matrix.transpose_smul, Matrix.add_mul, Matrix.mul_add,
        Matrix.smul_mul, Matrix.mul_smul, Matrix.trace_add, Matrix.trace_smul, smul_eq_mul, s]
      ring
    have hq : HasDerivAt (fun t : ℝ => trace ((F + t • H)ᵀ * (F + t • H)) / 2)
        (trace (Fᵀ * H)) 0 := by
      rw [e]
      have h := (((hasDerivAt_id' (0 : ℝ)).mul_const (trace (Fᵀ * H))).const_add
        (trace (Fᵀ * F) / 2)).fun_add
        (((hasDerivAt_id' (0 : ℝ)).fun_pow 2).mul_const (trace (Hᵀ * H) / 2))
      exact h.congr_deriv (by simp)
    exact HasDerivAt.unique (hd.hasFDerivAt.hasLineDerivAt H) hq

end

end FrameInvariance
```

```lean
#print axioms FrameInvariance.cauchy_stress_symmetric
-- 'FrameInvariance.cauchy_stress_symmetric' depends on axioms: [propext, Classical.choice, Quot.sound]
#print axioms FrameInvariance.invariant_of_symmetric
-- 'FrameInvariance.invariant_of_symmetric' depends on axioms: [propext, Classical.choice, Quot.sound]
```

### From the algebra of $K$ to the symmetry of the stress

`generator_cube` proves $K^3=-K$ by multiplying out the single-entry matrices. `quadratic_mul` is the product rule for polynomials in $K$: the powers $K^3$ and $K^4$ are reduced first, and `module` then compares the coefficients.

`planeRotation_proper` applies this rule twice. In `orth` it yields $R^TR=1$, with `e1` and `e2` as the two coefficient identities. In `half` it yields $R(t)^2=R(2t)$. Taking determinants in the orthogonality relation at `θ / 2` then gives $\det R(\theta)=1$.

`hasDerivAt_rotated` differentiates the sine and cosine terms of $R(t)F$, and its step `hK` identifies the result with $KR(t)F$. `energy_rate` feeds this into the chain rule. There `key` is the identity $\operatorname{tr}(E_{ab}M)=M_{ba}$, and `swap` is $(GP^T)_{ab}=(PG^T)_{ba}$; together they turn the trace into the difference of two stress entries.

In `stress_symmetric`, the case `i = j` is settled first. For distinct axes, `hc` uses invariance to replace the energy along the rotation by the constant $W(F)$. That function now has two derivatives at zero angle, the stress difference and $0$, and uniqueness of the derivative makes them equal.

`cauchy_stress_symmetric` transposes the defining equation to get $(\det F)\,\sigma^T=(\det F)\,\sigma$, then cancels the nonzero determinant. `invariant_of_symmetric` sets the rate to zero at every angle and applies the theorem that a function with zero derivative is constant, comparing the angles `θ` and `0`.

For the quadratic energy, invariance follows from $Q^TQ=1$. Differentiability comes from writing the energy as a sum of squared entries. The derivative is then found along each line $F+tH$, where the energy is the quadratic polynomial in $t$ given above, with slope $\operatorname{tr}(F^TH)$ at $t=0$.
